# A finite bipartite molecule without a Kekulé structure has a nonbonding Hückel orbital

## Bonds, pairings and hopping

A Kekulé structure of a conjugated molecule is a choice of double bonds that meets every atom exactly once. A nonbonding orbital is a one-electron state whose energy equals $\alpha$, the on-site energy of a p orbital in the Hückel model, taken here to be the same at every atom. The physical question is whether the absence of the first forces the presence of the second when the molecule is bipartite, meaning that its atoms fall into two classes with bonds only between the classes.

The atoms form a type `V`, and the bonds form a `SimpleGraph` on it.

```lean
import Mathlib

open Matrix

namespace KekuleZeroModes

variable {V : Type*}
```

A Kekulé structure is then a perfect matching, a subgraph in which every atom has exactly one partner.

```lean
/-- A molecular graph has a Kekulé structure if some set of its bonds meets every atom
exactly once, that is, if it has a perfect matching. -/
def HasKekule (G : SimpleGraph V) : Prop :=
  ∃ M : G.Subgraph, M.IsPerfectMatching
```

The letter $H$ denotes only the hopping part; the full Hückel matrix is $\alpha 1 + H$. The entries of $H$ vanish off the bonds, hence also on the diagonal. On the bonds they are arbitrary complex numbers, possibly zero, and $H$ need not be Hermitian.

```lean
/-- A hopping matrix is supported on the bonds of `G` if its entry vanishes for every pair of
atoms that are not bonded. -/
def BondSupported (G : SimpleGraph V) (H : Matrix V V ℂ) : Prop :=
  ∀ i j, ¬ G.Adj i j → H i j = 0
```

## From a permutation to a pairing

Let $\sigma$ be a permutation that moves every atom $i$ to a bonded neighbour $\sigma(i)$. The colouring `c : G.Coloring Bool` records the two classes, so $c(\sigma(i)) \neq c(i)$. Keep only the bonds $\{i,\sigma(i)\}$ with $c(i)$ true.

- If $c(v)$ is true, $v$ is paired with $\sigma(v)$. A second kept bond would come from some $w$ with $c(w)$ true and $\sigma(w)=v$, which would make $c(v)$ false.
- If $c(v)$ is false, $v$ is paired with $\sigma^{-1}(v)$, whose colour is true. It is the only partner because $\sigma$ is injective.

The Lean device that carries this step is `SimpleGraph.fromRel`. It turns a directed relation into an undirected graph: two distinct atoms are adjacent when the relation holds in at least one direction. The moves $i \to \sigma(i)$ thus become bonds, and each `rcases` asks whether an atom starts the move or receives it. The inclusion `hK` confirms that every kept bond belongs to the molecule.

```lean
/-- If the atoms of a two-coloured molecular graph can be permuted so that each one moves to a
bonded neighbour, the graph has a Kekulé structure. -/
theorem hasKekule_of_perm {G : SimpleGraph V} (c : G.Coloring Bool) (σ : Equiv.Perm V)
    (hσ : ∀ i, G.Adj (σ i) i) : HasKekule G := by
  have hc : ∀ i, c (σ i) ≠ c i := fun i => c.valid (hσ i)
  -- keep only the moves that start in the class coloured `true`
  let K : SimpleGraph V := SimpleGraph.fromRel (fun i j => c i = true ∧ σ i = j)
  have hK : K ≤ G := by
    intro i j h
    rcases (SimpleGraph.fromRel_adj _ i j).mp h with ⟨_, ⟨_, h⟩ | ⟨_, h⟩⟩
    · exact h ▸ (hσ i).symm
    · exact h ▸ hσ j
  refine ⟨SimpleGraph.toSubgraph K hK, ?_⟩
  rw [SimpleGraph.Subgraph.isPerfectMatching_iff]
  intro v
  have adj : ∀ w, (SimpleGraph.toSubgraph K hK).Adj v w ↔
      v ≠ w ∧ ((c v = true ∧ σ v = w) ∨ (c w = true ∧ σ w = v)) :=
    fun w => SimpleGraph.fromRel_adj (fun i j => c i = true ∧ σ i = j) v w
  by_cases hv : c v = true
  · -- the partner of `v` is the atom it moves to
    refine ⟨σ v, (adj _).mpr ⟨fun h => hc v (congrArg c h.symm), Or.inl ⟨hv, rfl⟩⟩,
      fun w hw => ?_⟩
    rcases (adj w).mp hw with ⟨_, ⟨_, h⟩ | ⟨hw', h⟩⟩
    · exact h.symm
    · have h2 := hc w
      rw [h, hv, hw'] at h2
      exact absurd rfl h2
  · -- the partner of `v` is the atom that moves to it
    have hu : c (σ.symm v) = true := by
      have h := hc (σ.symm v)
      have hv' : c v = false := by simpa using hv
      rw [Equiv.apply_symm_apply, hv'] at h
      simpa using h.symm
    refine ⟨σ.symm v, (adj _).mpr ⟨fun h => hv ((congrArg c h).trans hu),
      Or.inr ⟨hu, Equiv.apply_symm_apply σ v⟩⟩, fun w hw => ?_⟩
    rcases (adj w).mp hw with ⟨_, ⟨h, _⟩ | ⟨_, h⟩⟩
    · exact absurd h hv
    · rw [← h, Equiv.symm_apply_apply]
```

## What a nonzero determinant implies

For finitely many atoms the Leibniz expansion reads

$$\det H = \sum_\sigma \operatorname{sgn}(\sigma) \prod_i H_{\sigma(i)\,i}.$$

If no permutation moves every atom to a neighbour, each product contains a factor with $\sigma(i)$ and $i$ not bonded. Every term vanishes, and so does $\det H$. A nonzero determinant therefore supplies the required permutation.

```lean
variable [Fintype V] [DecidableEq V]

/-- If a matrix supported on the bonds has nonzero determinant, the atoms can be permuted so
that each one moves to a bonded neighbour. -/
theorem exists_perm_of_det_ne_zero {G : SimpleGraph V} {H : Matrix V V ℂ}
    (hH : BondSupported G H) (hdet : H.det ≠ 0) :
    ∃ σ : Equiv.Perm V, ∀ i, G.Adj (σ i) i := by
  by_contra hn
  apply hdet
  -- every term of the Leibniz expansion contains a vanishing factor
  rw [Matrix.det_apply]
  refine Finset.sum_eq_zero fun σ _ => ?_
  obtain ⟨i, hi⟩ := not_forall.mp fun h => hn ⟨σ, h⟩
  have hz : ∏ j, H (σ j) j = 0 := Finset.prod_eq_zero (Finset.mem_univ i) (hH _ _ hi)
  rw [hz, smul_zero]
```

Combining the two steps, $\det H \neq 0$ would produce a Kekulé structure. If there is none, $\det H = 0$ for every choice of hopping on the bonds.

```lean
/-- On a finite bipartite molecular graph without a Kekulé structure, every complex matrix
supported on the bonds has determinant zero. -/
theorem det_eq_zero_of_not_hasKekule {G : SimpleGraph V} (c : G.Coloring Bool)
    (hG : ¬ HasKekule G) {H : Matrix V V ℂ} (hH : BondSupported G H) : H.det = 0 := by
  by_contra hdet
  obtain ⟨σ, hσ⟩ := exists_perm_of_det_ne_zero hH hdet
  exact hG (hasKekule_of_perm c σ hσ)
```

## The orbital at energy α

A singular $H$ has a vector $\psi \neq 0$ with $H\psi = 0$, so

$$(\alpha 1 + H)\psi = \alpha\psi + H\psi = \alpha\psi.$$

In Lean, `*ᵥ` is the matrix acting on the vector of orbital coefficients, which is nonzero but not required to be normalised. The same $\alpha$ at every atom is an assumption of the model: all the p orbitals get one on-site energy, even when the atoms are not chemically equivalent.

```lean
/-- On a finite bipartite molecular graph without a Kekulé structure, a Hückel matrix with the
same on-site energy `α` at every atom and arbitrary hopping along the bonds has a nonzero
orbital of energy `α`. -/
theorem exists_nonbonding_orbital {G : SimpleGraph V} (c : G.Coloring Bool)
    (hG : ¬ HasKekule G) {H : Matrix V V ℂ} (hH : BondSupported G H) (α : ℂ) :
    ∃ ψ : V → ℂ, ψ ≠ 0 ∧ (α • (1 : Matrix V V ℂ) + H) *ᵥ ψ = α • ψ := by
  obtain ⟨ψ, hψ0, hψ⟩ :=
    Matrix.exists_mulVec_eq_zero_iff.mpr (det_eq_zero_of_not_hasKekule c hG hH)
  refine ⟨ψ, hψ0, ?_⟩
  rw [Matrix.add_mulVec, Matrix.smul_mulVec, Matrix.one_mulVec, hψ, add_zero]
```

In this non-interacting nearest-neighbour model with a single on-site energy, connectivity alone thus guarantees a nonbonding level, whatever the bond strengths. The step left to the chemist is to accept such a matrix as a description of the real π electrons.

## The converse needs a choice of matrix

Given a Kekulé structure, let $\tau(i)$ be the partner of $i$, so $\tau(\tau(i)) = i$. Set $H_{ij}=1$ if $\tau(i)=j$ and $0$ otherwise. This matrix is Hermitian and supported on the bonds, and

$$(H^2)_{ik} = \sum_j H_{ij}H_{jk} = H_{\tau(i)\,k} = \delta_{ik}.$$

Hence $(\det H)^2 = 1$ and $\det H \neq 0$. The command `choose` extracts $\tau$ from the matching; the reverse direction repeats the permutation argument.

```lean
/-- A finite bipartite molecular graph has a Kekulé structure exactly when some Hermitian
matrix supported on its bonds has nonzero determinant. -/
theorem hasKekule_iff_exists_det_ne_zero {G : SimpleGraph V} (c : G.Coloring Bool) :
    HasKekule G ↔ ∃ H : Matrix V V ℂ, H.IsHermitian ∧ BondSupported G H ∧ H.det ≠ 0 := by
  constructor
  · rintro ⟨M, hM⟩
    rw [SimpleGraph.Subgraph.isPerfectMatching_iff] at hM
    -- `τ` sends each atom to its partner
    choose τ hτ huniq using hM
    have hinv : ∀ i, τ (τ i) = i := fun i => (huniq (τ i) i (hτ i).symm).symm
    have hswap : ∀ i j, τ j = i ↔ τ i = j := fun i j =>
      ⟨fun h => by rw [← h, hinv], fun h => by rw [← h, hinv]⟩
    let H : Matrix V V ℂ := Matrix.of fun i j => if τ i = j then 1 else 0
    -- hopping twice along the matching returns every electron to its atom
    have hHH : H * H = 1 := by
      ext i k
      rw [Matrix.mul_apply, Finset.sum_eq_single (τ i)]
      · simp [H, Matrix.one_apply, hinv]
      · intro j _ hj
        simp [H, hj.symm]
      · intro h
        exact absurd (Finset.mem_univ _) h
    refine ⟨H, ?_, ?_, ?_⟩
    · ext i j
      by_cases h : τ i = j
      · simp [H, Matrix.conjTranspose_apply, h, (hswap i j).mpr h]
      · have h' : ¬ τ j = i := fun h2 => h ((hswap i j).mp h2)
        simp [H, Matrix.conjTranspose_apply, h, h']
    · intro i j hij
      have h : ¬ τ i = j := fun h => hij (h ▸ (hτ i).adj_sub)
      simp [H, h]
    · intro h
      have h1 := congrArg Matrix.det hHH
      rw [Matrix.det_mul, h, Matrix.det_one, zero_mul] at h1
      exact zero_ne_one h1
  · rintro ⟨H, _, hH, hdet⟩
    obtain ⟨σ, hσ⟩ := exists_perm_of_det_ne_zero hH hdet
    exact hasKekule_of_perm c σ hσ
```

A fixed matrix can still be singular. In the four-site ring with equal hoppings, sites 0 and 2 have the same neighbours, so two rows of the adjacency matrix coincide. The ring nevertheless has a Kekulé structure, obtained here from the rotation $i \mapsto i+1$.

```lean
/-- The four-site ring is bipartite and has a Kekulé structure, yet its adjacency matrix has
determinant zero. -/
theorem fourRing_singular :
    Nonempty ((SimpleGraph.cycleGraph 4).Coloring Bool) ∧
    HasKekule (SimpleGraph.cycleGraph 4) ∧
    ((SimpleGraph.cycleGraph 4).adjMatrix ℂ).det = 0 := by
  have hcol : ∀ i j : Fin 4, (SimpleGraph.cycleGraph 4).Adj i j →
      decide (i.val % 2 = 0) ≠ decide (j.val % 2 = 0) := by decide
  have hrot : ∀ i : Fin 4, (SimpleGraph.cycleGraph 4).Adj (i + 1) i := by decide
  have hrow : ∀ k : Fin 4, (SimpleGraph.cycleGraph 4).Adj 0 k ↔
      (SimpleGraph.cycleGraph 4).Adj 2 k := by decide
  let c : (SimpleGraph.cycleGraph 4).Coloring Bool :=
    SimpleGraph.Coloring.mk (fun i => decide (i.val % 2 = 0)) (fun h => hcol _ _ h)
  refine ⟨⟨c⟩, hasKekule_of_perm c (Equiv.addRight 1) (fun i => hrot i), ?_⟩
  -- opposite sites have the same neighbours, so two rows coincide
  refine Matrix.det_zero_of_row_eq (i := 0) (j := 2) (by decide) ?_
  funext k
  simp only [SimpleGraph.adjMatrix_apply, hrow k]
```

## Trimethylenemethane

The carbon skeleton is a centre, atom 0, bonded to three outer atoms.

```lean
/-- The carbon skeleton of trimethylenemethane: a central atom `0` bonded to three others. -/
def trimethylenemethane : SimpleGraph (Fin 4) :=
  SimpleGraph.fromRel (fun i _ => i = 0)
```

Colour the centre differently from the rest. In a perfect matching every outer atom would have to be paired with the centre, which has only one partner; atoms 1 and 2 would then be equal. The skeleton therefore meets the hypotheses of `exists_nonbonding_orbital`.

```lean
/-- The skeleton of trimethylenemethane is bipartite and has no Kekulé structure. -/
theorem trimethylenemethane_witness :
    Nonempty (trimethylenemethane.Coloring Bool) ∧ ¬ HasKekule trimethylenemethane := by
  constructor
  · refine ⟨SimpleGraph.Coloring.mk (fun i => decide (i = 0)) ?_⟩
    intro i j h
    rcases (SimpleGraph.fromRel_adj _ i j).mp h with ⟨hne, h0 | h0⟩
    · subst h0
      simp [hne.symm]
    · subst h0
      simp [hne]
  · rintro ⟨M, hM⟩
    rw [SimpleGraph.Subgraph.isPerfectMatching_iff] at hM
    -- every outer atom can only be paired with the centre
    have key : ∀ i : Fin 4, i ≠ 0 → M.Adj 0 i := by
      intro i hi
      obtain ⟨w, hw, _⟩ := hM i
      rcases (SimpleGraph.fromRel_adj _ i w).mp hw.adj_sub with ⟨_, h0 | h0⟩
      · exact absurd h0 hi
      · subst h0
        exact hw.symm
    have h12 : (1 : Fin 4) = 2 :=
      (hM 0).unique (key 1 (by decide)) (key 2 (by decide))
    exact absurd h12 (by decide)

end KekuleZeroModes
```

```lean
#print axioms KekuleZeroModes.exists_nonbonding_orbital
#print axioms KekuleZeroModes.hasKekule_iff_exists_det_ne_zero
#print axioms KekuleZeroModes.fourRing_singular
```

```
'KekuleZeroModes.exists_nonbonding_orbital' depends on axioms: [propext, Classical.choice, Quot.sound]
'KekuleZeroModes.hasKekule_iff_exists_det_ne_zero' depends on axioms: [propext, Classical.choice, Quot.sound]
'KekuleZeroModes.fourRing_singular' depends on axioms: [propext, Classical.choice, Quot.sound]
```
